# Dimer-singlet ground states of spin-1/2 clusters whose equal-bond antiferromagnetic triangles each contain a dimer

Take three spins 1/2 with equal antiferromagnetic couplings. They cannot all be antiparallel. Put spins 1 and 2 in a singlet: then \((\mathbf S_1+\mathbf S_2)\psi=0\), so the two bonds to spin 3 contribute nothing, whatever spin 3 does. This state already minimises the triangle's energy. If the sites of a larger cluster are paired into dimers and every triangle contains a dimer, one product of singlets therefore minimises all triangles at once.

The sheet finds the resulting ground-state energy, a reference value for exact diagonalisation of finite clusters with this coupling pattern. It applies to a finite-cluster model of a spin-1/2 material if the whole spin Hamiltonian is a sum of such equal-bond triangles of isotropic exchange, with no magnetic field or other terms; a bond shared by several triangles then carries the sum of their couplings.

## States, spins and couplings

The sites form a finite set \(V\). A configuration \(\sigma\) gives each site the value 0 (up) or 1 (down), and a state \(\psi\) assigns it a complex amplitude.

```lean
import Mathlib

open Finset ComplexConjugate

namespace DimerGroundStates

noncomputable section

variable {V D T : Type*} [Fintype V] [DecidableEq V] [Fintype D] [DecidableEq D] [Fintype T]

/-- A state of spins 1/2 on the sites `V`: one complex amplitude per configuration. -/
abbrev State (V : Type*) := (V → Fin 2) → ℂ
```

Spins are in units of \(\hbar\). `onSite i A` applies a one-spin matrix at site \(i\).

```lean
/-- The three spin-1/2 matrices, in units of the reduced Planck constant. -/
def spin : Fin 3 → Matrix (Fin 2) (Fin 2) ℂ :=
  ![!![0, 1 / 2; 1 / 2, 0], !![0, -Complex.I / 2; Complex.I / 2, 0], !![1 / 2, 0; 0, -1 / 2]]

omit [Fintype V] in
/-- The one-spin matrix `A` acting on site `i` of the cluster. -/
def onSite (i : V) (A : Matrix (Fin 2) (Fin 2) ℂ) : Module.End ℂ (State V) where
  toFun ψ σ := ∑ s, A (σ i) s * ψ (Function.update σ i s)
  map_add' ψ φ := by
    funext σ
    simp only [Pi.add_apply, mul_add, sum_add_distrib]
  map_smul' z ψ := by
    funext σ
    simp only [Pi.smul_apply, smul_eq_mul, RingHom.id_apply, mul_sum]
    exact sum_congr rfl fun s _ => by ring

/-- The Heisenberg coupling `S_i · S_j`. -/
def spinDot (i j : V) : Module.End ℂ (State V) :=
  ∑ a, onSite i (spin a) * onSite j (spin a)
```

Write \(h_{ijk}\) for `triangle i j k`. The Hamiltonian is \(H=\sum_t J_t h_{a_tb_tc_t}\), where \(t\) runs over a finite set of triangles; positive \(J_t\) is antiferromagnetic.

```lean
/-- The sum of `S · S` over the three pairs of a triangle. -/
def triangle (i j k : V) : Module.End ℂ (State V) :=
  spinDot i j + spinDot j k + spinDot i k

/-- The Hamiltonian of a cluster of triangles `(a t, b t, c t)` with couplings `J t`. -/
def clusterHamiltonian (J : T → ℝ) (a b c : T → V) : Module.End ℂ (State V) :=
  ∑ t, (J t : ℂ) • triangle (a t) (b t) (c t)
```

Let \((P_{ij}\psi)(\sigma)=\psi(\sigma\circ(i\,j))\) exchange two spins, and let \(X=P_{ij}+P_{jk}+P_{ik}\), which is `exchangeSum`. The inner product \(\langle\varphi|\psi\rangle\) is `overlap`.

```lean
/-- The sum of the three pair exchanges of a triangle, applied to `ψ`. -/
def exchangeSum (i j k : V) (ψ : State V) : State V := fun σ =>
  ψ (σ ∘ Equiv.swap i j) + ψ (σ ∘ Equiv.swap j k) + ψ (σ ∘ Equiv.swap i k)

/-- The inner product of two states. -/
def overlap (φ ψ : State V) : ℂ := ∑ σ, conj (φ σ) * ψ σ
```

## (a) A Heisenberg bond as an exchange

For \(i\ne j\), derive from the spin matrices

\[\mathbf S_i\cdot\mathbf S_j=\tfrac12P_{ij}-\tfrac14 .\]

**Solution.** Fix the other spins and write \(f(p,q)\) for the amplitude with \(\sigma_i=p\), \(\sigma_j=q\). The \(x\) and \(y\) terms both flip the two spins. They cancel if \(p=q\) and add to \(\tfrac12f(q,p)\) if \(p\ne q\). The \(z\) term gives \(\pm\tfrac14f(p,q)\), with plus for \(p=q\). Both cases equal \(\tfrac12f(q,p)-\tfrac14f(p,q)\). In Lean, `key` checks the four entries, and `e1` and `e2` identify the updated configurations.

```lean
omit [Fintype V] in
/-- Dirac's exchange identity: on distinct sites, `S_i · S_j` is half the exchange of the
two spins minus one quarter. -/
theorem spinDot_apply {i j : V} (hij : i ≠ j) (ψ : State V) (σ : V → Fin 2) :
    spinDot i j ψ σ = ψ (σ ∘ Equiv.swap i j) / 2 - ψ σ / 4 := by
  -- the identity for two spins, entry by entry
  have key : ∀ (p q : Fin 2) (f : Fin 2 → Fin 2 → ℂ),
      ∑ a, ∑ s, spin a p s * ∑ s', spin a q s' * f s s' = f q p / 2 - f p q / 4 := by
    intro p q f
    fin_cases p <;> fin_cases q <;> simp [spin, Fin.sum_univ_three, Fin.sum_univ_two]
    · linear_combination (f 1 1 / 4) * Complex.I_sq
    · linear_combination (-f 1 0 / 4) * Complex.I_sq
    · linear_combination (-f 0 1 / 4) * Complex.I_sq
    · linear_combination (f 0 0 / 4) * Complex.I_sq
  have hj : ∀ s, Function.update σ i s j = σ j := fun s => Function.update_of_ne hij.symm s σ
  have e1 : Function.update (Function.update σ i (σ j)) j (σ i) = σ ∘ Equiv.swap i j := by
    funext x
    simp only [Function.update_apply, Function.comp_apply, Equiv.swap_apply_def]
    grind
  have e2 : Function.update (Function.update σ i (σ i)) j (σ j) = σ := by simp
  have h := key (σ i) (σ j) fun s s' => ψ (Function.update (Function.update σ i s) j s')
  simp only [e1, e2] at h
  rw [← h]
  simp only [spinDot, LinearMap.sum_apply, Finset.sum_apply, Module.End.mul_apply, onSite,
    LinearMap.coe_mk, AddHom.coe_mk, hj]
```

## (b) Symmetry of the exchange sum

For distinct \(i,j,k\), show that

\[P_{ij}X\psi=X\psi .\]

**Solution.** Two of the three spins agree. If all agree, exchanges do nothing. Otherwise one spin is odd, and the three exchanges put it on \(i\), \(j\) and \(k\) once each. Thus \((X\psi)(\sigma)\) sums over all three placements, and exchanging \(i\) and \(j\) only reorders the sum. `pigeon` supplies the equal pair; each case then matches the terms.

```lean
omit [Fintype V] in
/-- For three distinct spins 1/2, the sum of the pair exchanges gives a state that is
unchanged when the first two spins are exchanged. -/
theorem exchangeSum_swap {i j k : V} (hij : i ≠ j) (hjk : j ≠ k) (hik : i ≠ k)
    (ψ : State V) (σ : V → Fin 2) :
    exchangeSum i j k ψ (σ ∘ Equiv.swap i j) = exchangeSum i j k ψ σ := by
  -- two of the three spins have the same orientation
  have pigeon : ∀ p q r : Fin 2, p = q ∨ q = r ∨ p = r := by decide
  have e : (σ ∘ Equiv.swap i j) ∘ Equiv.swap i j = σ := by funext x; simp
  simp only [exchangeSum]
  rcases pigeon (σ i) (σ j) (σ k) with h | h | h
  · have h1 : σ ∘ Equiv.swap i j = σ := by
      funext x; simp only [Function.comp_apply, Equiv.swap_apply_def]; grind
    rw [e, h1]
  · have h1 : σ ∘ Equiv.swap j k = σ := by
      funext x; simp only [Function.comp_apply, Equiv.swap_apply_def]; grind
    have h2 : (σ ∘ Equiv.swap i j) ∘ Equiv.swap j k = σ ∘ Equiv.swap i k := by
      funext x; simp only [Function.comp_apply, Equiv.swap_apply_def]; grind
    have h3 : (σ ∘ Equiv.swap i j) ∘ Equiv.swap i k = σ ∘ Equiv.swap i j := by
      funext x; simp only [Function.comp_apply, Equiv.swap_apply_def]; grind
    rw [e, h2, h3, h1]; ring
  · have h1 : σ ∘ Equiv.swap i k = σ := by
      funext x; simp only [Function.comp_apply, Equiv.swap_apply_def]; grind
    have h2 : (σ ∘ Equiv.swap i j) ∘ Equiv.swap j k = σ ∘ Equiv.swap i j := by
      funext x; simp only [Function.comp_apply, Equiv.swap_apply_def]; grind
    have h3 : (σ ∘ Equiv.swap i j) ∘ Equiv.swap i k = σ ∘ Equiv.swap j k := by
      funext x; simp only [Function.comp_apply, Equiv.swap_apply_def]; grind
    rw [e, h2, h3, h1]; ring
```

## (c) The triangle in terms of exchanges

For distinct sites, show that

\[h_{ijk}=\tfrac12X-\tfrac34 .\]

**Solution.** Add (a) over the three bonds.

```lean
omit [Fintype V] in
/-- On three distinct sites, the triangle Hamiltonian is half the sum of the exchanges
minus three quarters. -/
theorem triangle_apply {i j k : V} (hij : i ≠ j) (hjk : j ≠ k) (hik : i ≠ k)
    (ψ : State V) (σ : V → Fin 2) :
    triangle i j k ψ σ = exchangeSum i j k ψ σ / 2 - 3 / 4 * ψ σ := by
  simp only [triangle, LinearMap.add_apply, Pi.add_apply, spinDot_apply hij,
    spinDot_apply hjk, spinDot_apply hik, exchangeSum]
  ring
```

## (d) The squared norm

Show that

\[\operatorname{Re}\langle\psi|\psi\rangle=\sum_\sigma|\psi(\sigma)|^2 .\]

**Solution.** Use \(\bar z z=|z|^2\) term by term.

```lean
/-- The inner product of a state with itself is the sum of its squared amplitudes. -/
theorem overlap_self_re (ψ : State V) : (overlap ψ ψ).re = ∑ σ, ‖ψ σ‖ ^ 2 := by
  simp only [overlap, Complex.re_sum]
  refine sum_congr rfl fun σ _ => ?_
  rw [Complex.conj_mul', ← Complex.ofReal_pow, Complex.ofReal_re]
```

## (e) A lower bound for one triangle

For distinct sites and any \(\psi\), show that

\[\operatorname{Re}\langle\psi|h_{ijk}\psi\rangle\ge-\tfrac34\langle\psi|\psi\rangle .\]

**Solution.** Relabelling the sites in (b) makes \(X\psi\) invariant under each exchange \(P\) (`s1`, `s2`, `s3`; the `X` of the Lean proof is the state \(X\psi\)). Reindexing the configurations gives \(\langle P\psi|X\psi\rangle=\langle\psi|X\psi\rangle\) (`move`). Summing over the three exchanges,

\[\langle X\psi|X\psi\rangle=3\langle\psi|X\psi\rangle .\]

With (c), \(\langle\psi|h_{ijk}\psi\rangle=\tfrac16\langle X\psi|X\psi\rangle-\tfrac34\langle\psi|\psi\rangle\), and the first term is nonnegative by (d).

```lean
/-- A triangle of distinct spins 1/2 has energy at least `-3/4` per unit squared norm in any state.
-/
theorem triangle_energy_ge {i j k : V} (hij : i ≠ j) (hjk : j ≠ k) (hik : i ≠ k)
    (ψ : State V) :
    -(3 / 4) * (overlap ψ ψ).re ≤ (overlap ψ (triangle i j k ψ)).re := by
  obtain ⟨X, hX⟩ : ∃ X, X = exchangeSum i j k ψ := ⟨_, rfl⟩
  -- `X` is invariant under all three exchanges
  have s1 : ∀ σ, X (σ ∘ Equiv.swap i j) = X σ := by
    rw [hX]; exact exchangeSum_swap hij hjk hik ψ
  have s2 : ∀ σ, X (σ ∘ Equiv.swap j k) = X σ := by
    have p : X = exchangeSum j k i ψ := by
      rw [hX]; funext σ
      simp only [exchangeSum, Equiv.swap_comm k i, Equiv.swap_comm j i]; ring
    rw [p]; exact exchangeSum_swap hjk hik.symm hij.symm ψ
  have s3 : ∀ σ, X (σ ∘ Equiv.swap i k) = X σ := by
    have p : X = exchangeSum i k j ψ := by
      rw [hX]; funext σ
      simp only [exchangeSum, Equiv.swap_comm k j]; ring
    rw [p]; exact exchangeSum_swap hik hjk.symm hij ψ
  have move : ∀ a b : V, (∀ σ, X (σ ∘ Equiv.swap a b) = X σ) →
      ∑ σ, conj (ψ (σ ∘ Equiv.swap a b)) * X σ = overlap ψ X := by
    intro a b h
    calc ∑ σ, conj (ψ (σ ∘ Equiv.swap a b)) * X σ
        = ∑ σ, conj (ψ (σ ∘ Equiv.swap a b)) * X (σ ∘ Equiv.swap a b) := by simp only [h]
      _ = overlap ψ X := Equiv.sum_comp (Function.Involutive.toPerm
          (fun σ : V → Fin 2 => σ ∘ Equiv.swap a b) (fun σ => by funext x; simp))
          (fun σ => conj (ψ σ) * X σ)
  -- hence the squared norm of `X` is three times the overlap of `ψ` with `X`
  have hXX : overlap X X = 3 * overlap ψ X := by
    have split : overlap X X = ∑ σ, conj (ψ (σ ∘ Equiv.swap i j)) * X σ
        + ∑ σ, conj (ψ (σ ∘ Equiv.swap j k)) * X σ
        + ∑ σ, conj (ψ (σ ∘ Equiv.swap i k)) * X σ := by
      rw [← sum_add_distrib, ← sum_add_distrib]
      refine sum_congr rfl fun σ _ => ?_
      have hc : conj (X σ) = conj (ψ (σ ∘ Equiv.swap i j)) + conj (ψ (σ ∘ Equiv.swap j k))
          + conj (ψ (σ ∘ Equiv.swap i k)) := by
        rw [hX]; simp only [exchangeSum, map_add]
      rw [hc]; ring
    rw [split, move i j s1, move j k s2, move i k s3]; ring
  have hT : overlap ψ (triangle i j k ψ) = overlap ψ X / 2 - 3 / 4 * overlap ψ ψ := by
    simp only [overlap, sum_div, mul_sum]
    rw [← sum_sub_distrib]
    refine sum_congr rfl fun σ _ => ?_
    rw [triangle_apply hij hjk hik, ← hX]; ring
  have hE : overlap ψ (triangle i j k ψ)
      = ((1 / 6 : ℝ) : ℂ) * overlap X X - ((3 / 4 : ℝ) : ℂ) * overlap ψ ψ := by
    push_cast
    linear_combination hT - (1 / 6) * hXX
  have pos : 0 ≤ (overlap X X).re := by rw [overlap_self_re]; positivity
  rw [hE, Complex.sub_re, Complex.re_ofReal_mul, Complex.re_ofReal_mul]
  linarith
```

## (f) A lower bound for the cluster

For \(J_t\ge0\) and triangles of distinct sites, with no dimers assumed, show that

\[\operatorname{Re}\langle\psi|H\psi\rangle\ge-\tfrac34\Big(\sum_tJ_t\Big)\langle\psi|\psi\rangle .\]

**Solution.** Multiply (e) by \(J_t\), which preserves the inequality, and sum.

```lean
/-- For nonnegative couplings and triangles of distinct sites, the energy of any state is at least
`-(3/4) ∑ J` per unit squared norm. -/
theorem cluster_energy_ge {J : T → ℝ} (hJ : ∀ t, 0 ≤ J t) {a b c : T → V}
    (hab : ∀ t, a t ≠ b t) (hbc : ∀ t, b t ≠ c t) (hac : ∀ t, a t ≠ c t) (ψ : State V) :
    -(3 / 4) * (∑ t, J t) * (overlap ψ ψ).re
      ≤ (overlap ψ (clusterHamiltonian J a b c ψ)).re := by
  have h : overlap ψ (clusterHamiltonian J a b c ψ)
      = ∑ t, (J t : ℂ) * overlap ψ (triangle (a t) (b t) (c t) ψ) := by
    simp only [overlap, clusterHamiltonian, LinearMap.sum_apply, LinearMap.smul_apply,
      Finset.sum_apply, Pi.smul_apply, smul_eq_mul, mul_sum]
    rw [sum_comm]
    exact sum_congr rfl fun t _ => sum_congr rfl fun σ _ => by ring
  rw [h, Complex.re_sum, mul_sum, sum_mul]
  refine sum_le_sum fun t _ => ?_
  rw [Complex.re_ofReal_mul]
  have := mul_le_mul_of_nonneg_left (triangle_energy_ge (hab t) (hbc t) (hac t) ψ) (hJ t)
  linarith
```

## (g) A triangle containing an odd pair

For distinct sites, let \(P_{ij}\psi=-\psi\). Show that

\[h_{ijk}\psi=-\tfrac34\psi .\]

**Solution.** Conjugation by \(P_{ij}\) interchanges \(P_{jk}\) and \(P_{ik}\) (`e2`, `e3`), so \(P_{ij}X\psi=XP_{ij}\psi=-X\psi\). By (b) the left side is \(X\psi\). Hence \(X\psi=0\), and (c) gives the result.

```lean
omit [Fintype V] in
/-- A state that is odd under exchange of two spins of a triangle of distinct sites is
multiplied by `-3/4` by the triangle Hamiltonian. -/
theorem triangle_singlet {i j k : V} (hij : i ≠ j) (hjk : j ≠ k) (hik : i ≠ k)
    {ψ : State V} (hψ : ∀ σ, ψ (σ ∘ Equiv.swap i j) = -ψ σ) :
    triangle i j k ψ = (-(3 / 4) : ℂ) • ψ := by
  funext σ
  have e2 : (σ ∘ Equiv.swap i j) ∘ Equiv.swap j k = (σ ∘ Equiv.swap i k) ∘ Equiv.swap i j := by
    funext x; simp only [Function.comp_apply, Equiv.swap_apply_def]; grind
  have e3 : (σ ∘ Equiv.swap i j) ∘ Equiv.swap i k = (σ ∘ Equiv.swap j k) ∘ Equiv.swap i j := by
    funext x; simp only [Function.comp_apply, Equiv.swap_apply_def]; grind
  -- the exchange sum equals its own negative
  have h := exchangeSum_swap hij hjk hik ψ σ
  simp only [exchangeSum, e2, e3, hψ] at h
  rw [triangle_apply hij hjk hik]
  simp only [exchangeSum, hψ, Pi.smul_apply, smul_eq_mul]
  linear_combination (-1 / 4) * h
```

## (h) Exchange inside a dimer

Sites are now pairs \((d,0),(d,1)\), the two ends of dimer \(d\) in a finite set \(D\). The product \(\Psi\) of singlets \(\uparrow\downarrow-\downarrow\uparrow\) is unnormalised; the normalised state is \(2^{-|D|/2}\Psi\).

```lean
/-- The amplitudes of the unnormalised singlet of two spins. -/
def singlet (p q : Fin 2) : ℂ := !![0, 1; -1, 0] p q

/-- The product of singlets on all dimers; the sites are the two ends of each dimer. -/
def singletProduct : State (D × Fin 2) := fun σ => ∏ e, singlet (σ (e, 0)) (σ (e, 1))
```

Show that

\[P_{(d,0)(d,1)}\Psi=-\Psi .\]

**Solution.** The factor of dimer \(d\) is antisymmetric (`anti`), and the other factors are untouched (`rest`).

```lean
/-- The singlet product changes sign when the two spins of a dimer are exchanged. -/
theorem singletProduct_swap (d : D) (σ : D × Fin 2 → Fin 2) :
    singletProduct (σ ∘ Equiv.swap (d, 0) (d, 1)) = -singletProduct σ := by
  have anti : ∀ p q, singlet q p = -singlet p q := by
    intro p q
    fin_cases p <;> fin_cases q <;> simp [singlet]
  have split : ∀ τ : D × Fin 2 → Fin 2, singletProduct τ = singlet (τ (d, 0)) (τ (d, 1))
      * ∏ e ∈ univ.erase d, singlet (τ (e, 0)) (τ (e, 1)) := fun τ =>
    (mul_prod_erase univ (fun e => singlet (τ (e, 0)) (τ (e, 1))) (mem_univ d)).symm
  have rest : ∏ e ∈ univ.erase d, singlet ((σ ∘ Equiv.swap (d, 0) (d, 1)) (e, 0))
        ((σ ∘ Equiv.swap (d, 0) (d, 1)) (e, 1))
      = ∏ e ∈ univ.erase d, singlet (σ (e, 0)) (σ (e, 1)) := by
    refine prod_congr rfl fun e he => ?_
    have hne : e ≠ d := ne_of_mem_erase he
    simp [Equiv.swap_apply_def, hne]
  rw [split (σ ∘ _), split σ, rest]
  simp only [Function.comp_apply, Equiv.swap_apply_left, Equiv.swap_apply_right]
  rw [anti (σ (d, 0)) (σ (d, 1))]; ring
```

## (i) The ground-state energy

Triangle \(t\) joins both ends of dimer \(d_t\) to an apex \(c_t\).

```lean
/-- The Hamiltonian whose triangle `t` joins both ends of the dimer `d t` to the apex `c t`. -/
def dimerHamiltonian (J : T → ℝ) (d : T → D) (c : T → D × Fin 2) :
    Module.End ℂ (State (D × Fin 2)) :=
  clusterHamiltonian J (fun t => (d t, 0)) (fun t => (d t, 1)) c
```

Let \(J_t\ge0\) and let each apex lie outside its triangle's dimer. Show that the lowest real eigenvalue of \(H\) is

\[E_0=-\tfrac34\sum_tJ_t,\qquad H\Psi=E_0\Psi .\]

**Solution.** By (h) and (g), each term gives \(-\tfrac34J_t\Psi\). Also \(\Psi\ne0\): its amplitude is 1 when every dimer is \(\uparrow\downarrow\). So \(E_0\) is an eigenvalue. If \(H\psi=E\psi\) with \(\psi\ne0\) and \(E\) real, then \(\langle\psi|H\psi\rangle=E\langle\psi|\psi\rangle\); dividing (f) by the positive squared norm gives \(E\ge E_0\). `IsLeast` combines these two facts. Since \(H\) is Hermitian, all its eigenvalues are real, so \(E_0\) is the ground-state energy. Other ground states may exist; uniqueness and a gap are not claimed.

```lean
/-- For nonnegative couplings and every apex outside the dimer of its triangle, the lowest
real eigenvalue is `-(3/4) ∑ J`, and the singlet product is an eigenvector for it. -/
theorem dimer_ground_state {J : T → ℝ} (hJ : ∀ t, 0 ≤ J t) (d : T → D) (c : T → D × Fin 2)
    (hc : ∀ t, (c t).1 ≠ d t) :
    IsLeast {E : ℝ | Module.End.HasEigenvalue (dimerHamiltonian J d c) (E : ℂ)}
        (-(3 / 4) * ∑ t, J t) ∧
      Module.End.HasEigenvector (dimerHamiltonian J d c)
        ((-(3 / 4) * ∑ t, J t : ℝ) : ℂ) singletProduct := by
  have h01 : ∀ t, (d t, (0 : Fin 2)) ≠ (d t, 1) := fun t => by simp
  have h1 : ∀ t, (d t, (1 : Fin 2)) ≠ c t := fun t h => hc t (by rw [← h])
  have h0 : ∀ t, (d t, (0 : Fin 2)) ≠ c t := fun t h => hc t (by rw [← h])
  have hne : (singletProduct : State (D × Fin 2)) ≠ 0 := by
    intro h
    have := congrFun h Prod.snd
    simp [singletProduct, singlet] at this
  -- every triangle attains its own minimum in the singlet product
  have hvec : Module.End.HasEigenvector (dimerHamiltonian J d c)
      ((-(3 / 4) * ∑ t, J t : ℝ) : ℂ) singletProduct := by
    refine ⟨Module.End.mem_eigenspace_iff.mpr ?_, hne⟩
    simp only [dimerHamiltonian, clusterHamiltonian, LinearMap.sum_apply, LinearMap.smul_apply]
    rw [sum_congr rfl fun t _ => by
      rw [triangle_singlet (h01 t) (h1 t) (h0 t) (singletProduct_swap (d t)), smul_smul]]
    rw [← sum_smul, ← sum_mul]
    push_cast
    rw [mul_comm]
  refine ⟨⟨Module.End.hasEigenvalue_of_hasEigenvector hvec, fun E hE => ?_⟩, hvec⟩
  -- an eigenvalue is the energy of its eigenvector
  obtain ⟨ψ, hψ⟩ := Module.End.HasEigenvalue.exists_hasEigenvector hE
  have bound := cluster_energy_ge hJ h01 h1 h0 ψ
  have hEψ : overlap ψ (dimerHamiltonian J d c ψ) = (E : ℂ) * overlap ψ ψ := by
    rw [hψ.apply_eq_smul]
    simp only [overlap, Pi.smul_apply, smul_eq_mul, mul_sum]
    exact sum_congr rfl fun σ _ => by ring
  change _ ≤ (overlap ψ (dimerHamiltonian J d c ψ)).re at bound
  rw [hEψ, Complex.re_ofReal_mul] at bound
  have pos : 0 < (overlap ψ ψ).re := by
    obtain ⟨σ, hσ⟩ := Function.ne_iff.mp hψ.2
    rw [overlap_self_re]
    exact sum_pos' (fun _ _ => by positivity) ⟨σ, mem_univ σ, pow_pos (norm_pos_iff.mpr hσ) 2⟩
  exact le_of_mul_le_mul_right bound pos
```

## (j) The Majumdar–Ghosh ring

Order \(2n\) sites, \(n\ge2\), around a ring as \((d,0),(d,1),(d+1,0),\dots\), with \(d\) modulo \(n\). Sum \(h\) over all triples of consecutive sites. Show that the lowest real eigenvalue is

\[E_0=-\tfrac32n .\]

**Solution.** Each triple contains one dimer, with apex \((d+1,0)\) or \((d-1,1)\), outside the dimer since \(n\ge2\). Apply (i) to these \(2n\) triangles with \(J_t=1\). The sum equals \(2\sum_i(\mathbf S_i\cdot\mathbf S_{i+1}+\tfrac12\mathbf S_i\cdot\mathbf S_{i+2})\), twice the usual Hamiltonian with unit nearest-neighbour coupling. Here \(i\) numbers the sites around the ring, modulo \(2n\); for \(n=2\) each second-neighbour pair occurs twice in this sum.

```lean
/-- The Majumdar–Ghosh ring of `2n` spins, `n ≥ 2`, with unit coupling on each triple of
consecutive sites, has lowest real eigenvalue `-3n/2`. -/
theorem majumdar_ghosh (n : ℕ) [NeZero n] (hn : 1 < n) :
    IsLeast {E : ℝ | Module.End.HasEigenvalue
      (∑ d : ZMod n, (triangle (d, (0 : Fin 2)) (d, 1) (d + 1, 0)
        + triangle (d, (0 : Fin 2)) (d, 1) (d - 1, 1))) (E : ℂ)} (-(3 / 2) * n) := by
  have : Fact (1 < n) := ⟨hn⟩
  let c : ZMod n × Fin 2 → ZMod n × Fin 2 :=
    fun t => if t.2 = 0 then (t.1 + 1, 0) else (t.1 - 1, 1)
  have hc : ∀ t, (c t).1 ≠ t.1 := by
    intro t
    by_cases h : t.2 = 0 <;> simp [c, h]
  have h := (dimer_ground_state (J := fun _ : ZMod n × Fin 2 => (1 : ℝ))
    (fun _ => zero_le_one) Prod.fst c hc).1
  have eH : dimerHamiltonian (fun _ : ZMod n × Fin 2 => (1 : ℝ)) Prod.fst c
      = ∑ d : ZMod n, (triangle (d, (0 : Fin 2)) (d, 1) (d + 1, 0)
        + triangle (d, (0 : Fin 2)) (d, 1) (d - 1, 1)) := by
    simp [dimerHamiltonian, clusterHamiltonian, Fintype.sum_prod_type, Fin.sum_univ_two, c]
  have eE : -(3 / 4) * ∑ _t : ZMod n × Fin 2, (1 : ℝ) = -(3 / 2) * n := by
    simp only [sum_const, card_univ, Fintype.card_prod, ZMod.card, Fintype.card_fin,
      nsmul_eq_mul, Nat.cast_mul, Nat.cast_ofNat]
    ring
  rw [eH, eE] at h
  exact h

end

end DimerGroundStates
```

```lean
#print axioms DimerGroundStates.dimer_ground_state
-- 'DimerGroundStates.dimer_ground_state' depends on axioms: [propext, Classical.choice, Quot.sound]
#print axioms DimerGroundStates.majumdar_ghosh
-- 'DimerGroundStates.majumdar_ghosh' depends on axioms: [propext, Classical.choice, Quot.sound]
```
